# Ising antiferromagnet in an upward field on a finite connected regular bipartite graph: two ground states below saturation, one above, exponentially many at the threshold

A ground-state search that returns a single configuration can mislead. In a nearest-neighbour Ising antiferromagnet at the field where the spins saturate, that configuration may look like a distinct ordered phase when it is one of exponentially many with the same energy. The theorems below take spins $s_i=\pm1$ with energy $J\sum_{\langle ij\rangle}s_is_j-h\sum_i s_i$, where $J>0$ and each bond is counted once, on a finite connected bipartite graph in which every site has $z\ge1$ neighbours. The saturation field is then $h=zJ$. In the corresponding nearest-neighbour model of a binary alloy, up and down are the two species and $h$ is half their chemical-potential difference, up to a constant shift fixed by the pair energies.

## Spins, energy and bonds

```lean
import Mathlib

open Finset

namespace IsingAntiferromagnetInField

variable {V : Type*} [Fintype V] (G : SimpleGraph V) [DecidableRel G.Adj]
```

`V` is the finite set of sites, $N$ in number, and `G` is the graph whose edges are the bonds.

```lean
/-- The real value `+1` or `-1` of an Ising spin. -/
def spin (a : ℤˣ) : ℝ := ((a : ℤ) : ℝ)
```

A spin is an element of `ℤˣ`, the invertible integers, which are just $+1$ and $-1$. `spin` turns it into a real number.

```lean
/-- Ising energy `J ∑ s_i s_j - h ∑ s_i`, the first sum running over the edges of the graph;
it is written as half the sum over ordered pairs of neighbours. -/
noncomputable def energy (J h : ℝ) (s : V → ℤˣ) : ℝ :=
  J * ((∑ i, ∑ j ∈ G.neighborFinset i, spin (s i) * spin (s j)) / 2) - h * ∑ i, spin (s i)
```

For a configuration $s$ this is
$$E(s)=J\sum_{\langle ij\rangle}s_is_j-h\sum_i s_i .$$
The double sum meets each bond twice, hence the division by 2. Positive $J$ favours antiparallel neighbours.

```lean
/-- A ground state is a spin configuration of lowest energy. -/
def IsGroundState (J h : ℝ) (s : V → ℤˣ) : Prop :=
  ∀ t : V → ℤˣ, energy G J h s ≤ energy G J h t
```

A ground state has energy no higher than that of any configuration $t$.

```lean
/-- Energy of one bond when each site shares its field energy equally among its `z` bonds,
for `z ≥ 1`. -/
noncomputable def bondEnergy (J h : ℝ) (z : ℕ) (a b : ℤˣ) : ℝ :=
  J * (spin a * spin b) - h / z * (spin a + spin b)
```

Each site divides its field energy equally among its $z$ bonds, so a bond with spins $a,b$ carries
$$e(a,b)=Jab-\frac hz(a+b).$$

```lean
/-- The energies of the up-up, up-down, down-up and down-down bonds. -/
theorem bondEnergy_values (J h : ℝ) (z : ℕ) :
    bondEnergy J h z 1 1 = J - 2 * (h / z) ∧ bondEnergy J h z 1 (-1) = -J ∧
    bondEnergy J h z (-1) 1 = -J ∧ bondEnergy J h z (-1) (-1) = J + 2 * (h / z) := by
  refine ⟨?_, ?_, ?_, ?_⟩ <;>
    simp only [bondEnergy, spin, Units.val_one, Units.val_neg, Int.cast_one, Int.cast_neg] <;>
    ring
```

The values are $e(+,+)=J-2h/z$, $e(+,-)=e(-,+)=-J$ and $e(-,-)=J+2h/z$.

## From total energy to single bonds

```lean
variable {G} {z : ℕ}

/-- On a `z`-regular graph, summing a site quantity over all neighbours of all sites counts
each site `z` times. -/
theorem sum_neighbours (hG : G.IsRegularOfDegree z) (f : V → ℝ) :
    ∑ i, ∑ j ∈ G.neighborFinset i, f j = z * ∑ i, f i := by
  have hswap : ∑ i, ∑ j ∈ G.neighborFinset i, f j = ∑ j, ∑ _i ∈ G.neighborFinset j, f j := by
    refine Finset.sum_comm' ?_
    intro i j
    simp only [mem_univ, true_and, and_true, SimpleGraph.mem_neighborFinset]
    exact G.adj_comm i j
  rw [hswap, mul_sum]
  refine sum_congr rfl fun j _ => ?_
  rw [sum_const, SimpleGraph.card_neighborFinset_eq_degree, hG.degree_eq, nsmul_eq_mul]
```

Write $j\sim i$ for neighbours. Exchanging the order of summation, each $f_j$ appears once for each of the $z$ neighbours of $j$, so $\sum_i\sum_{j\sim i}f_j=z\sum_i f_i$.

```lean
/-- On a `z`-regular graph with `z ≥ 1` the total energy is the sum of the bond energies. -/
theorem energy_eq_sum_bonds (hG : G.IsRegularOfDegree z) (hz : 0 < z) (J h : ℝ) (s : V → ℤˣ) :
    energy G J h s = (∑ i, ∑ j ∈ G.neighborFinset i, bondEnergy J h z (s i) (s j)) / 2 := by
  have h1 : ∑ i, ∑ j ∈ G.neighborFinset i, spin (s j) = z * ∑ i, spin (s i) :=
    sum_neighbours hG fun i => spin (s i)
  have h2 : ∑ i, ∑ _j ∈ G.neighborFinset i, spin (s i) = z * ∑ i, spin (s i) := by
    rw [mul_sum]
    refine sum_congr rfl fun i _ => ?_
    rw [sum_const, SimpleGraph.card_neighborFinset_eq_degree, hG.degree_eq, nsmul_eq_mul]
  have hz' : (z : ℝ) ≠ 0 := by exact_mod_cast hz.ne'
  have h3 : h / z * z = h := div_mul_cancel₀ _ hz'
  simp only [energy, bondEnergy, sum_sub_distrib, ← mul_sum, sum_add_distrib]
  rw [h1, h2]
  linear_combination (∑ i, spin (s i)) * h3
```

With $M=\sum_i s_i$, the field part of $\frac12\sum_i\sum_{j\sim i}e(s_i,s_j)$ is $-\frac12\frac hz(zM+zM)=-hM$. The coupling part is unchanged, so the bond energies add up to $E(s)$.

```lean
/-- On a `z`-regular graph with `z ≥ 1`, if some configuration gives every bond its lowest
possible energy `m`, then the ground states are exactly the configurations that do so. -/
theorem isGroundState_iff_bonds (hG : G.IsRegularOfDegree z) (hz : 0 < z) {J h m : ℝ}
    (hm : ∀ a b, m ≤ bondEnergy J h z a b) {s₀ : V → ℤˣ}
    (h₀ : ∀ i j, G.Adj i j → bondEnergy J h z (s₀ i) (s₀ j) = m) (s : V → ℤˣ) :
    IsGroundState G J h s ↔ ∀ i j, G.Adj i j → bondEnergy J h z (s i) (s j) = m := by
  -- the excitation energy is a sum of non-negative bond excitations
  have key : ∀ t : V → ℤˣ, energy G J h t - energy G J h s₀ =
      (∑ i, ∑ j ∈ G.neighborFinset i, (bondEnergy J h z (t i) (t j) - m)) / 2 := by
    intro t
    have e : ∑ i, ∑ j ∈ G.neighborFinset i, bondEnergy J h z (s₀ i) (s₀ j) =
        ∑ i, ∑ _j ∈ G.neighborFinset i, m :=
      sum_congr rfl fun i _ => sum_congr rfl fun j hj =>
        h₀ i j ((G.mem_neighborFinset i j).1 hj)
    rw [energy_eq_sum_bonds hG hz J h t, energy_eq_sum_bonds hG hz J h s₀, e]
    simp only [sum_sub_distrib]
    ring
  have nn : ∀ (t : V → ℤˣ) (i : V),
      0 ≤ ∑ j ∈ G.neighborFinset i, (bondEnergy J h z (t i) (t j) - m) :=
    fun t i => sum_nonneg fun j _ => sub_nonneg.2 (hm _ _)
  have nn' : ∀ t : V → ℤˣ,
      0 ≤ ∑ i, ∑ j ∈ G.neighborFinset i, (bondEnergy J h z (t i) (t j) - m) :=
    fun t => sum_nonneg fun i _ => nn t i
  have ks := key s
  constructor
  · intro hs i j hij
    have h2 := hs s₀
    have h3 : ∑ i, ∑ j ∈ G.neighborFinset i, (bondEnergy J h z (s i) (s j) - m) = 0 :=
      le_antisymm (by linarith) (nn' s)
    have h4 := (sum_eq_zero_iff_of_nonneg fun i _ => nn s i).1 h3 i (mem_univ i)
    have h5 := (sum_eq_zero_iff_of_nonneg fun j _ => sub_nonneg.2 (hm (s i) (s j))).1 h4 j
      ((G.mem_neighborFinset i j).2 hij)
    linarith
  · intro hs t
    have h3 : ∑ i, ∑ j ∈ G.neighborFinset i, (bondEnergy J h z (s i) (s j) - m) = 0 :=
      sum_eq_zero fun i _ => sum_eq_zero fun j hj =>
        sub_eq_zero.2 (hs i j ((G.mem_neighborFinset i j).1 hj))
    have kt := key t
    have ht := nn' t
    linarith
```

Let $m$ be a lower bound on $e$, and let $s_0$ reach it on every bond. Then for every $t$
$$E(t)-E(s_0)=\tfrac12\sum_i\sum_{j\sim i}\bigl(e(t_i,t_j)-m\bigr)\ge0,$$
which is `key` together with `nn'`. If $s$ is a ground state, $E(s)\le E(s_0)$ forces the sum to vanish, and a vanishing sum of non-negative terms has only zero terms. Conversely, if every bond of $s$ has energy $m$, then $E(s)=E(s_0)\le E(t)$.

## Below, above and at the threshold

```lean
/-- On a connected `z`-regular graph, `z ≥ 1`, with a staggered sign `ε` that flips across every
bond, the ground states for `|h| < zJ` are exactly `ε` and `-ε`. -/
theorem isGroundState_iff_alternating (hG : G.IsRegularOfDegree z) (hz : 0 < z)
    (hc : G.Connected) {ε : V → ℤˣ} (hε : ∀ i j, G.Adj i j → ε j = -ε i) {J h : ℝ}
    (hh : |h| < z * J) (s : V → ℤˣ) : IsGroundState G J h s ↔ s = ε ∨ s = -ε := by
  obtain ⟨pp, pm, mp, mm⟩ := bondEnergy_values J h z
  have hz' : (0 : ℝ) < z := by exact_mod_cast hz
  obtain ⟨hl, hu⟩ := abs_lt.1 hh
  have u : h / z < J := by rw [div_lt_iff₀ hz']; linarith
  have l : -J < h / z := by rw [lt_div_iff₀ hz']; linarith
  have hm : ∀ a b, -J ≤ bondEnergy J h z a b := by
    intro a b
    rcases Int.units_eq_one_or a with rfl | rfl <;>
      rcases Int.units_eq_one_or b with rfl | rfl <;> linarith
  -- only antiparallel bonds are optimal
  have hb : ∀ a b, bondEnergy J h z a b = -J ↔ b = -a := by
    intro a b
    rcases Int.units_eq_one_or a with rfl | rfl <;>
      rcases Int.units_eq_one_or b with rfl | rfl
    · exact iff_of_false (by intro e; linarith) (by decide)
    · exact iff_of_true pm (by decide)
    · exact iff_of_true mp (by decide)
    · exact iff_of_false (by intro e; linarith) (by decide)
  rw [isGroundState_iff_bonds hG hz hm (s₀ := ε) (fun i j hij => (hb _ _).2 (hε i j hij)) s]
  simp only [hb]
  constructor
  · intro hs
    -- the staggered spin is constant along every path
    have step : ∀ i j, G.Reachable i j → s i * ε i = s j * ε j := by
      rintro i j ⟨w⟩
      induction w with
      | nil => rfl
      | cons hij _ ih => rw [← ih, hs _ _ hij, hε _ _ hij, neg_mul_neg]
    have d1 : ∀ a b : ℤˣ, 1 = a * b → a = b := by decide
    have d2 : ∀ a b : ℤˣ, -1 = a * b → a = -b := by decide
    obtain ⟨i₀⟩ := hc.nonempty
    rcases Int.units_eq_one_or (s i₀ * ε i₀) with h1 | h1
    · left
      funext j
      exact d1 _ _ (h1.symm.trans (step i₀ j (hc.preconnected i₀ j)))
    · right
      funext j
      exact d2 _ _ (h1.symm.trans (step i₀ j (hc.preconnected i₀ j)))
  · rintro (e | e) i j hij
    · rw [e]
      exact hε i j hij
    · rw [e]
      show -ε j = - -ε i
      rw [hε i j hij]
```

Bipartiteness enters as a staggered sign $\varepsilon$ with $\varepsilon_j=-\varepsilon_i$ on every bond. For $|h|<zJ$,
$$e(\pm,\pm)-(-J)=2(J\mp h/z)>0,$$
so only antiparallel bonds are optimal, and $\varepsilon$ makes all bonds antiparallel. In any ground state $s_j\varepsilon_j=(-s_i)(-\varepsilon_i)=s_i\varepsilon_i$ across a bond. Induction along a path (`step`) and connectedness make this product constant, so $s=\varepsilon$ or $s=-\varepsilon$.

```lean
/-- On a `z`-regular graph with `z ≥ 1` and `J > 0`, the all-plus state is the only ground state
for `h > zJ`. -/
theorem isGroundState_iff_saturated (hG : G.IsRegularOfDegree z) (hz : 0 < z) {J h : ℝ}
    (hJ : 0 < J) (hh : z * J < h) (s : V → ℤˣ) :
    IsGroundState G J h s ↔ s = fun _ => 1 := by
  obtain ⟨pp, pm, mp, mm⟩ := bondEnergy_values J h z
  have hz' : (0 : ℝ) < z := by exact_mod_cast hz
  have l : J < h / z := by rw [lt_div_iff₀ hz']; linarith
  have hm : ∀ a b, J - 2 * (h / z) ≤ bondEnergy J h z a b := by
    intro a b
    rcases Int.units_eq_one_or a with rfl | rfl <;>
      rcases Int.units_eq_one_or b with rfl | rfl <;> linarith
  rw [isGroundState_iff_bonds hG hz hm (s₀ := fun _ => 1) (fun _ _ _ => pp) s]
  constructor
  · intro hs
    funext i
    -- every site has a neighbour, and their bond must be up-up
    have hd : 0 < (G.neighborFinset i).card := by
      rw [SimpleGraph.card_neighborFinset_eq_degree, hG.degree_eq]
      exact hz
    obtain ⟨j, hj⟩ := card_pos.1 hd
    have e := hs i j ((G.mem_neighborFinset i j).1 hj)
    rcases Int.units_eq_one_or (s i) with a | a
    · exact a
    · exfalso
      rcases Int.units_eq_one_or (s j) with b | b <;> rw [a, b] at e <;> linarith
  · intro e i j _
    rw [e]
    exact pp
```

For $h>zJ$ we have $J-2h/z<-J<J+2h/z$, so only up-up bonds are optimal. Every site has a neighbour, hence every spin is up.

```lean
/-- On a `z`-regular graph with `z ≥ 1` and `J > 0`, the ground states at `h = zJ` are exactly the
configurations without two neighbouring down spins. -/
theorem isGroundState_critical_iff (hG : G.IsRegularOfDegree z) (hz : 0 < z) {J : ℝ}
    (hJ : 0 < J) (s : V → ℤˣ) :
    IsGroundState G J (z * J) s ↔ ∀ i j, G.Adj i j → ¬(s i = -1 ∧ s j = -1) := by
  obtain ⟨pp, pm, mp, mm⟩ := bondEnergy_values J (z * J) z
  have hz' : (z : ℝ) ≠ 0 := by exact_mod_cast hz.ne'
  have x : (z : ℝ) * J / z = J := mul_div_cancel_left₀ J hz'
  rw [x] at pp mm
  have hm : ∀ a b, -J ≤ bondEnergy J (z * J) z a b := by
    intro a b
    rcases Int.units_eq_one_or a with rfl | rfl <;>
      rcases Int.units_eq_one_or b with rfl | rfl <;> linarith
  have hb : ∀ a b, bondEnergy J (z * J) z a b = -J ↔ ¬(a = -1 ∧ b = -1) := by
    intro a b
    rcases Int.units_eq_one_or a with rfl | rfl <;>
      rcases Int.units_eq_one_or b with rfl | rfl
    · exact iff_of_true (by linarith) (by decide)
    · exact iff_of_true pm (by decide)
    · exact iff_of_true mp (by decide)
    · exact iff_of_false (by intro e; linarith) (by decide)
  rw [isGroundState_iff_bonds hG hz hm (s₀ := fun _ => 1) (fun _ _ _ => by linarith) s]
  simp only [hb]
```

At $h=zJ$ the bond energies are $-J,-J,-J$ and $3J$. Only down-down bonds are penalised, so the ground states are the configurations without neighbouring down spins.

```lean
/-- On a `z`-regular graph with `z ≥ 1`, a sign that flips across every bond is `+1` on exactly
half of the sites. -/
theorem two_mul_card_sublattice (hG : G.IsRegularOfDegree z) (hz : 0 < z) {ε : V → ℤˣ}
    (hε : ∀ i j, G.Adj i j → ε j = -ε i) : 2 * #{i | ε i = 1} = Fintype.card V := by
  have hz' : (z : ℝ) ≠ 0 := by exact_mod_cast hz.ne'
  have h1 : ∑ i, ∑ j ∈ G.neighborFinset i, spin (ε j) = z * ∑ i, spin (ε i) :=
    sum_neighbours hG fun i => spin (ε i)
  have h2 : ∑ i, ∑ j ∈ G.neighborFinset i, spin (ε j) = -(z * ∑ i, spin (ε i)) := by
    rw [mul_sum, ← sum_neg_distrib]
    refine sum_congr rfl fun i _ => ?_
    have e : ∀ j ∈ G.neighborFinset i, spin (ε j) = -spin (ε i) := by
      intro j hj
      rw [hε i j ((G.mem_neighborFinset i j).1 hj)]
      simp [spin]
    rw [sum_congr rfl e, sum_const, SimpleGraph.card_neighborFinset_eq_degree, hG.degree_eq,
      nsmul_eq_mul, mul_neg]
  -- the staggered state has no net magnetisation
  have hS : ∑ i, spin (ε i) = 0 :=
    (mul_eq_zero.1 (by linarith : (z : ℝ) * ∑ i, spin (ε i) = 0)).resolve_left hz'
  have d : (-1 : ℤˣ) ≠ 1 := by decide
  have h3 : ∀ i, spin (ε i) = 2 * (if ε i = 1 then (1 : ℝ) else 0) - 1 := by
    intro i
    rcases Int.units_eq_one_or (ε i) with e | e <;> norm_num [spin, e, d]
  simp only [h3, sum_sub_distrib, ← mul_sum, sum_boole, sum_const, card_univ, nsmul_eq_mul,
    mul_one] at hS
  have h4 : 2 * (#{i | ε i = 1} : ℝ) = Fintype.card V := by linarith
  exact_mod_cast h4
```

Summing $\varepsilon_j$ over ordered neighbour pairs gives $z\sum_i\varepsilon_i$ by the counting rule, and $-z\sum_i\varepsilon_i$ by the sign flip. Hence $\sum_i\varepsilon_i=0$, and each sublattice holds $N/2$ sites.

```lean
/-- On a `z`-regular bipartite graph with `N` sites, `z ≥ 1` and `J > 0`, there are at least
`2^(N/2+1) - 1` ground states at `h = zJ`. -/
theorem card_groundStates_critical (hG : G.IsRegularOfDegree z) (hz : 0 < z) {ε : V → ℤˣ}
    (hε : ∀ i j, G.Adj i j → ε j = -ε i) {J : ℝ} (hJ : 0 < J) :
    2 ^ (Fintype.card V / 2 + 1) ≤ {s | IsGroundState G J (z * J) s}.ncard + 1 := by
  classical
  -- `f S` has down spins exactly on `S`
  let f : Finset V → V → ℤˣ := fun S i => if i ∈ S then -1 else 1
  have d : (1 : ℤˣ) ≠ -1 := by decide
  have hf : ∀ S i, f S i = -1 ↔ i ∈ S := by
    intro S i
    by_cases hi : i ∈ S <;> simp [f, hi, d]
  have finj : Function.Injective f := by
    intro S T h
    ext i
    rw [← hf S i, ← hf T i, h]
  have hε' : ∀ i j, G.Adj i j → (-ε) j = -(-ε) i := by
    intro i j hij
    show -ε j = - -ε i
    rw [hε i j hij]
  -- flipping any part of one sublattice costs nothing
  have ground : ∀ δ : V → ℤˣ, (∀ i j, G.Adj i j → δ j = -δ i) →
      ∀ S : Finset V, S ⊆ ({i | δ i = 1} : Finset V) → IsGroundState G J (z * J) (f S) := by
    intro δ hδ S hS
    rw [isGroundState_critical_iff hG hz hJ]
    rintro i j hij ⟨a, b⟩
    have hi := (mem_filter.1 (hS ((hf S i).1 a))).2
    have hj := (mem_filter.1 (hS ((hf S j).1 b))).2
    have e := hδ i j hij
    rw [hi, hj] at e
    exact d e
  have cA := two_mul_card_sublattice hG hz hε
  have cB := two_mul_card_sublattice hG hz hε'
  set A : Finset V := {i | ε i = 1} with hA
  set B : Finset V := {i | (-ε) i = 1} with hB
  have sub : (((A.powerset ∪ B.powerset).image f : Finset (V → ℤˣ)) : Set (V → ℤˣ)) ⊆
      {s | IsGroundState G J (z * J) s} := by
    intro s hs
    obtain ⟨S, hS, rfl⟩ := mem_image.1 (mem_coe.1 hs)
    rcases mem_union.1 hS with h | h
    · exact ground ε hε S (mem_powerset.1 h)
    · exact ground (-ε) hε' S (mem_powerset.1 h)
  have h1 := Set.ncard_le_ncard sub (Set.toFinite _)
  rw [Set.ncard_coe_finset, card_image_of_injective _ finj] at h1
  -- the two families share only the all-plus state
  have h2 : A.powerset ∩ B.powerset ⊆ {∅} := by
    intro S hS
    obtain ⟨ha, hb⟩ := mem_inter.1 hS
    rw [mem_singleton]
    refine eq_empty_of_forall_notMem fun i hi => ?_
    have ea : ε i = 1 := (mem_filter.1 (mem_powerset.1 ha hi)).2
    have eb : -ε i = 1 := (mem_filter.1 (mem_powerset.1 hb hi)).2
    rw [ea] at eb
    exact d eb.symm
  have h3 := card_le_card h2
  rw [card_singleton] at h3
  have h4 := card_union_add_card_inter A.powerset B.powerset
  have a2 : A.card = Fintype.card V / 2 := by omega
  have b2 : B.card = Fintype.card V / 2 := by omega
  rw [card_powerset, card_powerset, a2, b2] at h4
  rw [pow_succ]
  linarith
```

Starting from all-plus, flip any subset of one sublattice. No two flipped sites are neighbours, so the result is a ground state. Each sublattice gives $2^{N/2}$ states, and the two families share only all-plus, so there are at least $2\cdot2^{N/2}-1$. In Lean, `f` maps subsets to configurations injectively, `ncard` counts the ground states, and the $-1$ appears as `+ 1` on the other side.

```lean
/-- Ising antiferromagnet with `J > 0` on a connected `z`-regular bipartite graph of `N` sites,
`z ≥ 1`: exactly the two alternating ground states for `|h| < zJ`, only the all-plus state for
`h > zJ`, and at least `2^(N/2+1) - 1` ground states at `h = zJ`. -/
theorem ground_states_in_field (hG : G.IsRegularOfDegree z) (hz : 0 < z) (hc : G.Connected)
    {ε : V → ℤˣ} (hε : ∀ i j, G.Adj i j → ε j = -ε i) {J : ℝ} (hJ : 0 < J) :
    (∀ h : ℝ, |h| < z * J → {s | IsGroundState G J h s} = {ε, -ε} ∧ ε ≠ -ε) ∧
    (∀ h : ℝ, z * J < h → {s | IsGroundState G J h s} = {fun _ => 1}) ∧
    2 ^ (Fintype.card V / 2 + 1) ≤ {s | IsGroundState G J (z * J) s}.ncard + 1 := by
  refine ⟨fun h hh => ⟨?_, ?_⟩, fun h hh => ?_, card_groundStates_critical hG hz hε hJ⟩
  · ext s
    exact isGroundState_iff_alternating hG hz hc hε hh s
  · intro e
    obtain ⟨i⟩ := hc.nonempty
    have d : ∀ a : ℤˣ, a ≠ -a := by decide
    exact d _ (congrFun e i)
  · ext s
    exact isGroundState_iff_saturated hG hz hJ hh s

end IsingAntiferromagnetInField
```

The final theorem collects the three regimes and adds that $\varepsilon\ne-\varepsilon$, so the two alternating states are distinct. It concerns energies only, not finite temperature, and gives a lower bound at the threshold, not the exact number. Regularity excludes a rectangular patch of the square lattice with open boundaries as soon as one side has three or more sites; a periodic square lattice with even side lengths of at least 4 qualifies, with $z=4$.

The smallest case is a single bond, $z=1$ and $N=2$. At $h=J$ its ground states are up-up, up-down and down-up, and the bound $2^{2}-1=3$ is attained.

```lean
#print axioms IsingAntiferromagnetInField.ground_states_in_field
-- 'IsingAntiferromagnetInField.ground_states_in_field' depends on axioms: [propext, Classical.choice, Quot.sound]
```
